# Wiberg indices in the Löwdin basis are unchanged by orthogonal basis changes within each atom

Let χ_μ be real atom-centred basis functions with overlap matrix S, and let P be the density matrix in that basis. The Löwdin density is L = S^(1/2) P S^(1/2), and the Wiberg index of atoms A and B is

W_AB = Σ_(μ on A) Σ_(ν on B) L_μν².

With P summed over spin, a two-electron bond shared equally by two orthonormal orbitals has W_AB = 1. The local axes of a p shell are a free choice, so a bond index should not depend on them. A change of basis χ' = χT gives

S' = Tᵀ S T,  P' = T⁻¹ P (T⁻¹)ᵀ,

and for orthogonal T the second rule becomes P' = Tᵀ P T. Here T is the basis transformation, not the kinetic energy.

```lean
import Mathlib

open Matrix
open scoped MatrixOrder

namespace LowdinWibergInvariance

variable {n α : Type*} [Fintype n] [DecidableEq n] [DecidableEq α]
```

The finite type `n` labels the basis functions and `α` labels the atoms; it has nothing to do with spin. A matrix of type `Matrix n n ℝ` is a real square matrix indexed by basis functions.

```lean
/-- `R` is a positive square root of the overlap matrix `S`: it is positive semidefinite and
squares to `S`. -/
structure IsPositiveRoot (R S : Matrix n n ℝ) : Prop where
  pos : R.PosSemidef
  sq : R * R = S
```

`IsPositiveRoot R S` says that R is S^(1/2): R is symmetric with xᵀRx ≥ 0 for all x, and R² = S. "Positive" here allows zero eigenvalues, so linearly dependent basis sets are included.

```lean
/-- The density matrix `S^(1/2) P S^(1/2)` in the Löwdin basis, written with the root
`R = S^(1/2)`. -/
def lowdinDensity (R P : Matrix n n ℝ) : Matrix n n ℝ := R * P * R
```

This is L = RPR. P may be any real matrix; neither symmetry nor idempotency is required.

```lean
/-- The Wiberg index of atoms `A` and `B`: the sum of the squared elements of `L` between the
basis functions of `A` and those of `B`. -/
def wibergIndex (atom : n → α) (L : Matrix n n ℝ) (A B : α) : ℝ :=
  ∑ μ with atom μ = A, ∑ ν with atom ν = B, L μ ν ^ 2
```

The function `atom` sends each basis function to its centre, and the double sum is W_AB. The definition also allows A = B, where the number is not a bond order.

```lean
/-- `T` is block diagonal by atoms: it does not mix basis functions of different atoms. -/
def IsAtomBlocked (atom : n → α) (T : Matrix n n ℝ) : Prop :=
  ∀ μ ν, atom μ ≠ atom ν → T μ ν = 0
```

T_μν = 0 whenever μ and ν sit on different atoms.

```lean
/-- The projector onto the basis functions of atom `A`. -/
def atomProjector (atom : n → α) (A : α) : Matrix n n ℝ :=
  Matrix.diagonal fun μ => if atom μ = A then 1 else 0
```

E_A is diagonal, with 1 for functions on A and 0 elsewhere.

```lean
/-- A positive semidefinite overlap matrix has exactly one positive square root. -/
theorem existsUnique_positiveRoot {S : Matrix n n ℝ} (hS : S.PosSemidef) :
    ∃! R, IsPositiveRoot R S := by
  refine ⟨CFC.sqrt S, ⟨Matrix.nonneg_iff_posSemidef.mp (CFC.sqrt_nonneg S),
    CFC.sqrt_mul_sqrt_self S (Matrix.nonneg_iff_posSemidef.mpr hS)⟩, fun R hR => ?_⟩
  exact (CFC.sqrt_unique hR.sq (Matrix.nonneg_iff_posSemidef.mpr hR.pos)).symm
```

The symbol `∃!` means "there is exactly one". By hand, diagonalise S = U D Uᵀ with D ≥ 0; then U D^(1/2) Uᵀ is a root. Conversely, if R is a positive root and Rv = rv, then Sv = r²v. Since r ≥ 0, R must act as √s on the whole eigenspace of S with eigenvalue s, which fixes R. Lean takes both facts from Mathlib's functional calculus, where `CFC.sqrt` is the square root.

```lean
/-- The positive square root transforms covariantly: for orthogonal `T`, the positive root of
`Tᵀ S T` is `Tᵀ S^(1/2) T`. -/
theorem positiveRoot_covariant {S R R' T : Matrix n n ℝ} (hT : Tᵀ * T = 1)
    (hR : IsPositiveRoot R S) (hR' : IsPositiveRoot R' (Tᵀ * S * T)) :
    R' = Tᵀ * R * T := by
  have hT' : T * Tᵀ = 1 := mul_eq_one_comm.mp hT
  have hpos : (Tᵀ * R * T).PosSemidef := by
    have h := hR.pos.conjTranspose_mul_mul_same T
    rwa [Matrix.conjTranspose_eq_transpose_of_trivial] at h
  have hsq : (Tᵀ * R * T) * (Tᵀ * R * T) = Tᵀ * S * T := by
    calc (Tᵀ * R * T) * (Tᵀ * R * T) = Tᵀ * R * (T * Tᵀ) * R * T := by
          simp only [mul_assoc]
      _ = Tᵀ * (R * R) * T := by rw [hT', mul_one]; simp only [mul_assoc]
      _ = Tᵀ * S * T := by rw [hR.sq]
  -- both matrices are positive roots of the same overlap matrix
  have hS' : (Tᵀ * S * T).PosSemidef := by
    have h := Matrix.posSemidef_conjTranspose_mul_self R'
    rwa [hR'.pos.isHermitian.eq, hR'.sq] at h
  exact (existsUnique_positiveRoot hS').unique hR' ⟨hpos, hsq⟩
```

The hypotheses `hR` and `hR'` name the roots of the old and new overlap matrices. The claim is R' = TᵀRT. For a square matrix, TᵀT = 1 also gives TTᵀ = 1, so

(TᵀRT)(TᵀRT) = TᵀR(TTᵀ)RT = TᵀR²T = TᵀST.

This is `hsq`. Positivity, `hpos`, follows from xᵀTᵀRTx = (Tx)ᵀR(Tx) ≥ 0. Thus TᵀRT and R' are both positive roots of TᵀST, and uniqueness makes them equal.

```lean
/-- The Wiberg index is the trace `tr(E_A L E_B Lᵀ)` with the projectors `E_A` and `E_B` of the
two atoms. -/
theorem wibergIndex_eq_trace (atom : n → α) (L : Matrix n n ℝ) (A B : α) :
    wibergIndex atom L A B =
      Matrix.trace (atomProjector atom A * L * atomProjector atom B * Lᵀ) := by
  unfold wibergIndex atomProjector Matrix.trace
  rw [Finset.sum_filter]
  refine Finset.sum_congr rfl fun μ _ => ?_
  rw [Matrix.diag_apply, Matrix.mul_apply]
  simp only [Matrix.mul_diagonal, Matrix.diagonal_mul, Matrix.transpose_apply]
  by_cases h : atom μ = A
  · rw [if_pos h, Finset.sum_filter]
    refine Finset.sum_congr rfl fun ν _ => ?_
    by_cases h' : atom ν = B <;> simp [h, h', sq]
  · simp [h]
```

Writing out the trace gives

tr(E_A L E_B Lᵀ) = Σ_μ Σ_ν (E_A)_μμ L_μν (E_B)_νν L_μν,

and the projectors keep exactly the terms of W_AB. The `by_cases` steps ask whether μ is on A and ν is on B.

```lean
/-- A transformation that is block diagonal by atoms commutes with every atomic projector. -/
theorem atomProjector_commute {atom : n → α} {T : Matrix n n ℝ}
    (hB : IsAtomBlocked atom T) (A : α) :
    T * atomProjector atom A = atomProjector atom A * T := by
  ext μ ν
  rw [atomProjector, Matrix.mul_diagonal, Matrix.diagonal_mul]
  by_cases h : atom μ = atom ν
  · rw [h, mul_comm]
  · rw [hB μ ν h, zero_mul, mul_zero]
```

The μν element of TE_A is T_μν (E_A)_νν, and that of E_A T is (E_A)_μμ T_μν. If μ and ν share an atom, the two factors from E_A agree; otherwise T_μν = 0.

```lean
/-- The Wiberg indices of any matrix `L` are unchanged under `L → Tᵀ L T` when `T` is orthogonal
and block diagonal by atoms. -/
theorem wibergIndex_conj {atom : n → α} {T : Matrix n n ℝ} (hT : Tᵀ * T = 1)
    (hB : IsAtomBlocked atom T) (L : Matrix n n ℝ) (A B : α) :
    wibergIndex atom (Tᵀ * L * T) A B = wibergIndex atom L A B := by
  have hT' : T * Tᵀ = 1 := mul_eq_one_comm.mp hT
  rw [wibergIndex_eq_trace, wibergIndex_eq_trace]
  have hF := atomProjector_commute hB B
  have hE : atomProjector atom A * Tᵀ = Tᵀ * atomProjector atom A := by
    have h := congrArg Matrix.transpose (atomProjector_commute hB A)
    simpa only [Matrix.transpose_mul, atomProjector, Matrix.diagonal_transpose] using h
  generalize atomProjector atom A = E at *
  generalize atomProjector atom B = F at *
  have hL : (Tᵀ * L * T)ᵀ = Tᵀ * Lᵀ * T := by
    simp only [Matrix.transpose_mul, Matrix.transpose_transpose, mul_assoc]
  -- move the projectors through `T`, then cancel `T Tᵀ`
  have key : E * (Tᵀ * L * T) * F * (Tᵀ * L * T)ᵀ = Tᵀ * (E * L * F * Lᵀ * T) := by
    calc E * (Tᵀ * L * T) * F * (Tᵀ * L * T)ᵀ
        = (E * Tᵀ) * L * (T * F) * (Tᵀ * Lᵀ * T) := by rw [hL]; simp only [mul_assoc]
      _ = Tᵀ * E * L * F * (T * Tᵀ) * Lᵀ * T := by rw [hE, hF]; simp only [mul_assoc]
      _ = Tᵀ * (E * L * F * Lᵀ * T) := by rw [hT', mul_one]; simp only [mul_assoc]
  rw [key, Matrix.trace_mul_comm, mul_assoc, hT', mul_one]
```

Transposing the previous result shows that E_A also commutes with Tᵀ. Therefore

E_A (TᵀLT) E_B (TᵀLᵀT) = Tᵀ E_A L E_B (TTᵀ) Lᵀ T = Tᵀ (E_A L E_B Lᵀ) T.

This is `key`. Under the trace, the outer Tᵀ moves to the right end and cancels against T, leaving tr(E_A L E_B Lᵀ).

```lean
/-- The Wiberg indices of `S^(1/2) P S^(1/2)` are unchanged under `S → Tᵀ S T`, `P → Tᵀ P T` when
`T` is orthogonal and block diagonal by atoms. -/
theorem lowdin_wiberg_invariant {atom : n → α} {S R R' T : Matrix n n ℝ}
    (hT : Tᵀ * T = 1) (hB : IsAtomBlocked atom T)
    (hR : IsPositiveRoot R S) (hR' : IsPositiveRoot R' (Tᵀ * S * T))
    (P : Matrix n n ℝ) (A B : α) :
    wibergIndex atom (lowdinDensity R' (Tᵀ * P * T)) A B =
      wibergIndex atom (lowdinDensity R P) A B := by
  have hT' : T * Tᵀ = 1 := mul_eq_one_comm.mp hT
  have h : lowdinDensity R' (Tᵀ * P * T) = Tᵀ * lowdinDensity R P * T := by
    rw [positiveRoot_covariant hT hR hR', lowdinDensity, lowdinDensity]
    calc Tᵀ * R * T * (Tᵀ * P * T) * (Tᵀ * R * T)
        = Tᵀ * R * (T * Tᵀ) * P * (T * Tᵀ) * R * T := by simp only [mul_assoc]
      _ = Tᵀ * (R * P * R) * T := by rw [hT', mul_one, mul_one]; simp only [mul_assoc]
  rw [h, wibergIndex_conj hT hB]
```

This is the main theorem. Inserting R' = TᵀRT gives

R'(TᵀPT)R' = TᵀR(TTᵀ)P(TTᵀ)RT = Tᵀ(RPR)T,

and the preceding theorem finishes the argument. In electronic-structure calculations with a finite real basis, these indices are therefore independent of how each atom's functions are orthogonally recombined.

S and P enter as given matrices. That a physical rotation of the functions produces such a T has to be supplied separately. It holds for shells of real spherical harmonics with a common radial part, but not in general for six Cartesian d functions in their usual normalisations.

```lean
/-- If every atom carries the same set `m` of basis functions, the functions of each atom `A` may
be rotated by an orthogonal matrix `Q A` of its own without changing any Wiberg index. -/
theorem lowdin_wiberg_rotate_shells {m : Type*} [Fintype m] [DecidableEq m] [Fintype α]
    (Q : α → Matrix m m ℝ) (hQ : ∀ A, (Q A)ᵀ * Q A = 1) {S R R' : Matrix (m × α) (m × α) ℝ}
    (hR : IsPositiveRoot R S)
    (hR' : IsPositiveRoot R' ((blockDiagonal Q)ᵀ * S * blockDiagonal Q))
    (P : Matrix (m × α) (m × α) ℝ) (A B : α) :
    wibergIndex Prod.snd (lowdinDensity R' ((blockDiagonal Q)ᵀ * P * blockDiagonal Q)) A B =
      wibergIndex Prod.snd (lowdinDensity R P) A B := by
  refine lowdin_wiberg_invariant ?_ ?_ hR hR' P A B
  · rw [Matrix.blockDiagonal_transpose, ← Matrix.blockDiagonal_mul]
    simp only [hQ]
    exact Matrix.blockDiagonal_one
  · rintro ⟨i, a⟩ ⟨j, b⟩ h
    exact Matrix.blockDiagonal_apply_ne Q i j h
```

Here a basis function is a pair (i, A): function i on atom A, with `Prod.snd` reading off the atom. `blockDiagonal Q` places one orthogonal matrix Q_A on each atom. The proof checks that this matrix is orthogonal and does not mix atoms, then applies the main theorem. All atoms carry equally many functions in this version; the main theorem has no such restriction.

```lean
/-- A real symmetric two-by-two matrix with positive first diagonal element and non-negative
determinant is positive semidefinite. -/
theorem posSemidef_two {a b c : ℝ} (ha : 0 < a) (h : b ^ 2 ≤ a * c) :
    (!![a, b; b, c] : Matrix (Fin 2) (Fin 2) ℝ).PosSemidef := by
  refine Matrix.PosSemidef.of_dotProduct_mulVec_nonneg
    (Matrix.IsHermitian.ext fun i j => by fin_cases i <;> fin_cases j <;> simp) fun x => ?_
  have hq : star x ⬝ᵥ (!![a, b; b, c] *ᵥ x) =
      a * x 0 ^ 2 + 2 * b * x 0 * x 1 + c * x 1 ^ 2 := by
    simp [Matrix.mulVec, dotProduct, Fin.sum_univ_two]
    ring
  rw [hq]
  -- complete the square after multiplying by `a`
  refine le_of_mul_le_mul_left ?_ ha
  nlinarith [sq_nonneg (a * x 0 + b * x 1), mul_nonneg (sub_nonneg.mpr h) (sq_nonneg (x 1))]
```

This lemma supplies positivity for the two-by-two example below. For the quadratic form q = a x₀² + 2b x₀x₁ + c x₁²,

a q = (a x₀ + b x₁)² + (ac − b²) x₁² ≥ 0,

and a > 0 gives q ≥ 0.

```lean
/-- Orthogonality cannot be dropped: for two atoms with one basis function each and a density with
`P S P = 2 P`, rescaling one function by 10 (`S → Tᵀ S T`, `P → T⁻¹ P (T⁻¹)ᵀ`) changes the Wiberg
index from 0 to 576/625. -/
theorem rescaling_changes_index {S P T R R' : Matrix (Fin 2) (Fin 2) ℝ}
    (hS : S = !![5, 3; 3, 2]) (hP : P = !![2, -2; -2, 2]) (hT : T = !![1, 0; 0, 10])
    (hR : R = !![2, 1; 1, 1]) (hR' : R' = !![1, 2; 2, 14]) :
    P * S * P = (2 : ℝ) • P ∧ IsPositiveRoot R S ∧ IsPositiveRoot R' (Tᵀ * S * T) ∧
      wibergIndex id (lowdinDensity R P) 0 1 = 0 ∧
      wibergIndex id (lowdinDensity R' (T⁻¹ * P * (T⁻¹)ᵀ)) 0 1 = 576 / 625 := by
  have hinv : T⁻¹ = !![1, 0; 0, 1 / 10] := by
    refine Matrix.inv_eq_right_inv ?_
    rw [hT]
    ext i j
    fin_cases i <;> fin_cases j <;> norm_num [Matrix.mul_apply, Fin.sum_univ_two]
  have hsymm : (!![1, 0; 0, 1 / 10] : Matrix (Fin 2) (Fin 2) ℝ)ᵀ = !![1, 0; 0, 1 / 10] := by
    ext i j
    fin_cases i <;> fin_cases j <;> simp [Matrix.transpose_apply]
  rw [hinv, hsymm]
  subst hS hP hT hR hR'
  refine ⟨?_, ⟨posSemidef_two (by norm_num) (by norm_num), ?_⟩,
    ⟨posSemidef_two (by norm_num) (by norm_num), ?_⟩, ?_, ?_⟩
  · ext i j
    fin_cases i <;> fin_cases j <;> norm_num [Matrix.mul_apply, Fin.sum_univ_two]
  · ext i j
    fin_cases i <;> fin_cases j <;> norm_num [Matrix.mul_apply, Fin.sum_univ_two]
  · ext i j
    fin_cases i <;> fin_cases j <;> norm_num [Matrix.mul_apply, Fin.sum_univ_two]
  · norm_num [wibergIndex, lowdinDensity, Finset.sum_filter, Matrix.mul_apply,
      Fin.sum_univ_two]
  · norm_num [wibergIndex, lowdinDensity, Finset.sum_filter, Matrix.mul_apply,
      Fin.sum_univ_two]

end LowdinWibergInvariance
```

Two atoms, numbered 0 and 1, carry one function each, and T = diag(1, 10) rescales the second. The relation PSP = 2P describes doubly occupied orbitals. Here there is one, with coefficients c = (1, −1) and P = 2ccᵀ. Its norm is cᵀSc = 5 − 6 + 2 = 1.

Before rescaling, Rc = (2 − 1, 1 − 1) = (1, 0). Since L = 2(Rc)(Rc)ᵀ, the off-diagonal element is 0 and so is the index.

After rescaling, the coefficients are T⁻¹c = (1, −1/10), and

R'T⁻¹c = (1 − 1/5, 2 − 7/5) = (4/5, 3/5).

The off-diagonal element is 2 · (4/5) · (3/5) = 24/25, and the index is 576/625. Invertibility and block-diagonality are thus not enough for invariance, even when T is diagonal with positive entries.

Neither basis is normalised. With unit-norm functions the overlap is s = 3/√10 and the coefficients are (√5, −√2). The root has diagonal elements p and off-diagonal elements q, with p² + q² = 1 and p² − q² = √(1 − s²) = 1/√10. The Löwdin coefficients v₀, v₁ then satisfy v₀² + v₁² = 1 and v₀² − v₁² = 3(p² − q²) = 3/√10, so the index is 4v₀²v₁² = 1 − 9/10 = 1/10. This last value comes from the calculation just given, not from the Lean theorem.

```lean
#print axioms LowdinWibergInvariance.lowdin_wiberg_rotate_shells
#print axioms LowdinWibergInvariance.rescaling_changes_index
```

```
'LowdinWibergInvariance.lowdin_wiberg_rotate_shells' depends on axioms: [propext, Classical.choice, Quot.sound]
'LowdinWibergInvariance.rescaling_changes_index' depends on axioms: [propext, Classical.choice, Quot.sound]
```
